# A run of $L$ low-energy sites brings the lowest level of a binary chain within $t\pi^2/(L+1)^2$ of the pure band edge

In a random alloy of two species A and B, some stretches happen to contain only A atoms. A wave confined to a long stretch of this kind can have an energy close to the lower band edge of pure A. How close to that edge must the lowest level of the whole chain then lie?

Take an open chain of $n$ sites with one orbital per site, hopping $-t$ with $t>0$, and site energies $e_A<e_B$. The infinite pure A chain has its lower band edge at $e_A-2t$. If $L\ge1$ consecutive sites are A, the lowest energy $E$ of the finite chain satisfies

$$e_A-2t<E\le e_A-2t\cos\frac{\pi}{L+1}.$$

This is one deterministic ingredient of the Lifshitz argument for band tails: a long run forces a level close to the edge. The arrangement of atoms is given, and neither probabilities nor a density of states enter. The model describes non-interacting electrons on a one-dimensional chain.

## The Hamiltonian and its energies

```lean
import Mathlib

open Matrix Filter
open scoped Real Topology

namespace LifshitzChain
```

This loads the mathematical library Mathlib and opens some notation.

```lean
/-- Hamiltonian of an open chain with site energies `e` and nearest-neighbour hopping `-t`. -/
def chain {n : ℕ} (t : ℝ) (e : Fin n → ℝ) : Matrix (Fin n) (Fin n) ℝ :=
  Matrix.of fun i j =>
    if i = j then e i else if (i : ℕ) + 1 = j ∨ (j : ℕ) + 1 = i then -t else 0
```

`Fin n` is the set of site labels $0,\dots,n-1$, and `e i` is the energy of site $i$. The matrix has $e_i$ on the diagonal, $-t$ between neighbours and zero elsewhere. The two ends are not joined.

```lean
/-- The energies of a real Hamiltonian matrix: numbers that have a nonzero eigenvector. -/
def energies {n : ℕ} (H : Matrix (Fin n) (Fin n) ℝ) : Set ℝ :=
  {E | ∃ x : Fin n → ℝ, x ≠ 0 ∧ H *ᵥ x = E • x}
```

An energy is a real number $E$ for which $Hx=Ex$ has a solution $x\neq0$. The symbol `*ᵥ` applies a matrix to a vector, and `•` multiplies a vector by a number.

```lean
/-- The chain Hamiltonian is symmetric. -/
theorem chain_isSymm {n : ℕ} (t : ℝ) (e : Fin n → ℝ) : (chain t e).IsSymm := by
  apply Matrix.IsSymm.ext
  intro i j
  by_cases h : i = j
  · subst h
    rfl
  · simp [chain, h, Ne.symm h, or_comm]
```

$H_{ij}=H_{ji}$: the diagonal case is immediate, and being neighbours is a symmetric relation.

```lean
/-- Hopping equation: with amplitudes `f 1, …, f n` on the chain and zero amplitude on the two
fictitious end sites, the Hamiltonian couples each site to its two neighbours. -/
theorem chain_mulVec {n : ℕ} (t : ℝ) (e : Fin n → ℝ) (f : ℕ → ℝ) (h0 : f 0 = 0)
    (hn : f (n + 1) = 0) (i : Fin n) :
    (chain t e *ᵥ fun j : Fin n => f ((j : ℕ) + 1)) i
      = e i * f ((i : ℕ) + 1) - t * (f (i : ℕ) + f ((i : ℕ) + 2)) := by
  have hi := i.isLt
  have hs : ∀ (g : ℕ → ℝ) (m : ℕ),
      ∑ j : Fin n, (if (j : ℕ) = m then g j else 0) = if m < n then g m else 0 := by
    intro g m
    rw [Fin.sum_univ_eq_sum_range (fun k => if k = m then g k else 0) n, Finset.sum_ite_eq']
    simp only [Finset.mem_range]
  have hterm : ∀ j : Fin n, chain t e i j * f ((j : ℕ) + 1)
      = (if (j : ℕ) = i then e i * f ((j : ℕ) + 1) else 0)
        - t * (if (j : ℕ) = (i : ℕ) + 1 then f ((j : ℕ) + 1) else 0)
        - t * (if (j : ℕ) = (i : ℕ) - 1 then
            (if (i : ℕ) = 0 then 0 else f ((j : ℕ) + 1)) else 0) := by
    intro j
    simp only [chain, Matrix.of_apply, Fin.ext_iff]
    split_ifs <;> first | (exfalso; omega) | ring
  have h1 : (if (i : ℕ) + 1 < n then f ((i : ℕ) + 1 + 1) else 0) = f ((i : ℕ) + 2) := by
    split_ifs with h
    · rfl
    · rw [show (i : ℕ) + 2 = n + 1 by omega, hn]
  have h2 : (if (i : ℕ) - 1 < n then
      (if (i : ℕ) = 0 then 0 else f ((i : ℕ) - 1 + 1)) else 0) = f (i : ℕ) := by
    rw [if_pos (by omega)]
    split_ifs with h
    · rw [h, h0]
    · rw [Nat.sub_add_cancel (by omega)]
  simp only [Matrix.mulVec, dotProduct]
  rw [Finset.sum_congr rfl fun j _ => hterm j, Finset.sum_sub_distrib, Finset.sum_sub_distrib,
    ← Finset.mul_sum, ← Finset.mul_sum, hs (fun k => e i * f (k + 1)),
    hs (fun k => f (k + 1)), hs (fun k => if (i : ℕ) = 0 then 0 else f (k + 1)),
    if_pos hi, h1, h2]
  ring
```

Write the amplitude on site $i$ as $f_{i+1}$, and add fictitious end sites with $f_0=f_{n+1}=0$. Then

$$(Hx)_i=e_if_{i+1}-t\,(f_i+f_{i+2}),$$

also at the ends of the chain. The proof splits row $i$ into its diagonal, right-neighbour and left-neighbour terms (`hterm`). Each sum then picks out one site, and the zero end amplitudes supply the missing neighbours.

## The variational principle

```lean
/-- Variational principle: if a nonzero trial vector `φ` satisfies `φ ⬝ᵥ (A *ᵥ φ) ≤ μ * (φ ⬝ᵥ φ)`,
the real symmetric matrix `A` has a lowest energy, and it is at most `μ`. -/
theorem exists_lowest_le {n : ℕ} {A : Matrix (Fin n) (Fin n) ℝ} (hs : A.IsSymm)
    {φ : Fin n → ℝ} (hφ : φ ≠ 0) {μ : ℝ} (hμ : φ ⬝ᵥ (A *ᵥ φ) ≤ μ * (φ ⬝ᵥ φ)) :
    ∃ E, IsLeast (energies A) E ∧ E ≤ μ := by
  have hA : A.IsHermitian := by
    rw [Matrix.IsHermitian, Matrix.conjTranspose_eq_transpose_of_trivial]
    exact hs
  have hpos : ∀ v : Fin n → ℝ, v ≠ 0 → 0 < v ⬝ᵥ v := fun v hv =>
    lt_of_le_of_ne (Finset.sum_nonneg fun i _ => mul_self_nonneg (v i))
      (fun h => hv (dotProduct_self_eq_zero.mp h.symm))
  obtain ⟨i, -⟩ := Function.ne_iff.mp hφ
  obtain ⟨k, -, hk⟩ := Finset.exists_min_image Finset.univ hA.eigenvalues ⟨i, Finset.mem_univ i⟩
  have hv : ∀ j, A *ᵥ (hA.eigenvectorBasis j).ofLp
      = hA.eigenvalues j • (hA.eigenvectorBasis j).ofLp := fun j => hA.mulVec_eigenvectorBasis j
  have hin : ∀ u v : EuclideanSpace ℝ (Fin n), inner ℝ u v = u.ofLp ⬝ᵥ v.ofLp := by
    intro u v
    simp [PiLp.inner_apply, dotProduct, mul_comm]
  -- expansion in the eigenbasis bounds the energy expectation from below
  have hray : ∀ x : Fin n → ℝ, hA.eigenvalues k * (x ⬝ᵥ x) ≤ x ⬝ᵥ (A *ᵥ x) := by
    intro x
    have hex : ∀ y : Fin n → ℝ, ∑ j, (x ⬝ᵥ (hA.eigenvectorBasis j).ofLp)
        * ((hA.eigenvectorBasis j).ofLp ⬝ᵥ y) = x ⬝ᵥ y := by
      intro y
      have h := hA.eigenvectorBasis.sum_inner_mul_inner (WithLp.toLp 2 x) (WithLp.toLp 2 y)
      simpa only [hin] using h
    rw [← hex x, ← hex (A *ᵥ x), Finset.mul_sum]
    apply Finset.sum_le_sum
    intro j _
    rw [Matrix.dotProduct_mulVec, ← Matrix.mulVec_transpose, hs.eq, hv, smul_dotProduct,
      smul_eq_mul, dotProduct_comm x]
    nlinarith [mul_le_mul_of_nonneg_right (hk j (Finset.mem_univ j))
      (mul_self_nonneg ((hA.eigenvectorBasis j).ofLp ⬝ᵥ x))]
  refine ⟨hA.eigenvalues k, ⟨⟨_, ?_, hv k⟩, ?_⟩, ?_⟩
  · intro h
    exact hA.eigenvectorBasis.orthonormal.ne_zero k (PiLp.ext fun i => congrFun h i)
  · rintro E ⟨x, hx, hE⟩
    have h := hray x
    rw [hE, dotProduct_smul, smul_eq_mul] at h
    exact le_of_mul_le_mul_right h (hpos x hx)
  · exact le_of_mul_le_mul_right ((hray φ).trans hμ) (hpos φ hφ)
```

For a real symmetric $A$ and a trial vector $\varphi\ne0$ with $\varphi\cdot A\varphi\le\mu\,\varphi\cdot\varphi$, a lowest energy exists and is at most $\mu$. `IsLeast` says that $E$ is itself an energy and that no energy is smaller.

By hand, take orthonormal eigenvectors $v_j$ with eigenvalues $\lambda_j$, and let $\lambda_k$ be the smallest. For any $x$,

$$x\cdot Ax=\sum_j\lambda_j(v_j\cdot x)^2\ge\lambda_k\sum_j(v_j\cdot x)^2=\lambda_k\,x\cdot x.$$

This is `hray`. Applied to an eigenvector of energy $E$, it gives $\lambda_k\le E$; applied to $\varphi$, it gives $\lambda_k\le\mu$.

## A floor from the sine wave of the whole chain

```lean
/-- Three-term relation of a standing sine wave on a lattice. -/
theorem sin_step (δ k : ℝ) : Real.sin (δ * k) + Real.sin (δ * (k + 2))
    = 2 * Real.cos δ * Real.sin (δ * (k + 1)) := by
  rw [show δ * k = δ * (k + 1) - δ by ring, show δ * (k + 2) = δ * (k + 1) + δ by ring,
    Real.sin_sub, Real.sin_add]
  ring
```

Writing the outer arguments as $\delta(k+1)\mp\delta$ and using the addition formulas gives

$$\sin\delta k+\sin\delta(k+2)=2\cos\delta\,\sin\delta(k+1).$$

```lean
/-- For `t > 0`, if no site energy is below `eA`, every energy of the `n`-site chain is at least `eA
- 2t cos(π/(n+1))`. -/
theorem le_energy {n : ℕ} {t eA E : ℝ} (ht : 0 < t) {e : Fin n → ℝ} (he : ∀ i, eA ≤ e i)
    (hE : E ∈ energies (chain t e)) : eA - 2 * t * Real.cos (π / (n + 1)) ≤ E := by
  obtain ⟨x, hx, hE⟩ := hE
  obtain ⟨f, h0, hn, rfl⟩ : ∃ f : ℕ → ℝ, f 0 = 0 ∧ f (n + 1) = 0 ∧
      x = fun j : Fin n => f ((j : ℕ) + 1) :=
    ⟨fun k => if h : k - 1 < n ∧ 0 < k then x ⟨k - 1, h.1⟩ else 0, by simp, by simp,
      by ext j; simp⟩
  obtain ⟨δ, hδ⟩ : ∃ δ : ℝ, δ = π / (n + 1) := ⟨_, rfl⟩
  have hδ0 : 0 < δ := by rw [hδ]; positivity
  have hδn : δ * (n + 1) = π := by rw [hδ]; field_simp
  rw [← hδ]
  have hS : ∀ j : Fin n, 0 < Real.sin (δ * ((j : ℕ) + 1)) := by
    intro j
    have hj : ((j : ℕ) : ℝ) < n := by exact_mod_cast j.isLt
    apply Real.sin_pos_of_pos_of_lt_pi (by positivity)
    rw [← hδn]
    exact mul_lt_mul_of_pos_left (by linarith) hδ0
  -- the site where the eigenvector is largest relative to the sine wave
  obtain ⟨i₀, hi₀⟩ := Function.ne_iff.mp hx
  obtain ⟨i, -, hi⟩ := Finset.exists_max_image Finset.univ
    (fun j : Fin n => |f ((j : ℕ) + 1)| / Real.sin (δ * ((j : ℕ) + 1))) ⟨i₀, Finset.mem_univ i₀⟩
  obtain ⟨r, hr⟩ : ∃ r, r = |f ((i : ℕ) + 1)| / Real.sin (δ * ((i : ℕ) + 1)) := ⟨_, rfl⟩
  simp only [← hr] at hi
  have hr0 : 0 < r :=
    lt_of_lt_of_le (div_pos (abs_pos.mpr hi₀) (hS i₀)) (hi i₀ (Finset.mem_univ i₀))
  have hxi : |f ((i : ℕ) + 1)| = r * Real.sin (δ * ((i : ℕ) + 1)) := by
    rw [hr, div_mul_cancel₀ _ (hS i).ne']
  have hf : ∀ k : ℕ, k ≤ n + 1 → |f k| ≤ r * Real.sin (δ * k) := by
    intro k hk
    rcases k with _ | k
    · simp [h0]
    · rcases Nat.lt_or_ge k n with h | h
      · have h' := (div_le_iff₀ (hS ⟨k, h⟩)).mp (hi ⟨k, h⟩ (Finset.mem_univ _))
        push_cast
        exact h'
      · rw [show k = n by omega, hn]
        push_cast
        rw [hδn]
        simp
  have heq := congrFun hE i
  rw [chain_mulVec t e f h0 hn] at heq
  simp only [Pi.smul_apply, smul_eq_mul] at heq
  have hlt := i.isLt
  have hf2 := hf ((i : ℕ) + 2) (by omega)
  push_cast at hf2
  have key : (e i - E) * |f ((i : ℕ) + 1)| ≤ 2 * t * Real.cos δ * |f ((i : ℕ) + 1)| := by
    calc (e i - E) * |f ((i : ℕ) + 1)| ≤ |e i - E| * |f ((i : ℕ) + 1)| :=
          mul_le_mul_of_nonneg_right (le_abs_self _) (abs_nonneg _)
      _ = |t * (f (i : ℕ) + f ((i : ℕ) + 2))| := by
          rw [← abs_mul]
          congr 1
          linear_combination heq
      _ = t * |f (i : ℕ) + f ((i : ℕ) + 2)| := by rw [abs_mul, abs_of_pos ht]
      _ ≤ t * (r * Real.sin (δ * (i : ℕ)) + r * Real.sin (δ * ((i : ℕ) + 2))) :=
          mul_le_mul_of_nonneg_left
            ((abs_add_le _ _).trans (add_le_add (hf i (by omega)) hf2)) ht.le
      _ = 2 * t * Real.cos δ * |f ((i : ℕ) + 1)| := by
          rw [hxi]
          linear_combination t * r * sin_step δ (i : ℕ)
  have hpos : 0 < |f ((i : ℕ) + 1)| := by
    rw [hxi]
    exact mul_pos hr0 (hS i)
  linarith [le_of_mul_le_mul_right key hpos, he i]
```

If every site energy is at least $e_A$, every energy of the chain is at least $e_A-2t\cos\frac{\pi}{n+1}$.

Let $\delta=\pi/(n+1)$ and $s_k=\sin\delta k$, which is positive on the chain and zero on the fictitious sites. Given an eigenvector, choose the site $i$ where $|f_{i+1}|/s_{i+1}$ is largest, and call this maximum $r>0$. Then $|f_k|\le r s_k$ for $0\le k\le n+1$ (`hf`), with equality at $k=i+1$ (`hxi`). The hopping equation reads $(e_i-E)f_{i+1}=t(f_i+f_{i+2})$, so

$$(e_i-E)|f_{i+1}|\le tr(s_i+s_{i+2})=2t\cos\delta\;|f_{i+1}|.$$

The `calc` block `key` is this chain of steps. Dividing by $|f_{i+1}|>0$ gives $E\ge e_i-2t\cos\delta\ge e_A-2t\cos\delta$.

## A ceiling from a wave confined to the run

```lean
/-- If `L ≥ 1` consecutive sites have energy `eA`, the chain has a lowest energy and it is at most
`eA - 2t cos(π/(L+1))`, whatever the other site energies are. -/
theorem lowest_le_of_run {n L a : ℕ} (t : ℝ) {eA : ℝ} {e : Fin n → ℝ} (hL : 1 ≤ L)
    (ha : a + L ≤ n) (he : ∀ i : Fin n, a ≤ (i : ℕ) → (i : ℕ) < a + L → e i = eA) :
    ∃ E, IsLeast (energies (chain t e)) E ∧ E ≤ eA - 2 * t * Real.cos (π / (L + 1)) := by
  obtain ⟨δ, hδ⟩ : ∃ δ : ℝ, δ = π / (L + 1) := ⟨_, rfl⟩
  have hδ0 : 0 < δ := by rw [hδ]; positivity
  have hδL : δ * (L + 1) = π := by rw [hδ]; field_simp
  rw [← hδ]
  -- trial state: a standing wave confined to the run
  obtain ⟨f, hin, hout⟩ : ∃ f : ℕ → ℝ,
      (∀ k, a ≤ k → k ≤ a + L + 1 → f k = Real.sin (δ * ((k : ℝ) - a))) ∧
      (∀ k, k ≤ a ∨ a + L + 1 ≤ k → f k = 0) := by
    refine ⟨fun k => if a < k ∧ k < a + L + 1 then Real.sin (δ * ((k : ℝ) - a)) else 0, ?_, ?_⟩
    · intro k h1 h2
      by_cases h : a < k ∧ k < a + L + 1
      · exact if_pos h
      · beta_reduce
        rw [if_neg h]
        rcases (show k = a ∨ k = a + L + 1 by omega) with hk | hk
        · rw [hk, sub_self, mul_zero, Real.sin_zero]
        · have h3 : (k : ℝ) - a = L + 1 := by rw [hk]; push_cast; ring
          rw [h3, hδL, Real.sin_pi]
    · intro k h
      exact if_neg (by omega)
  have h0 : f 0 = 0 := hout 0 (by omega)
  have hn : f (n + 1) = 0 := hout (n + 1) (by omega)
  apply exists_lowest_le (chain_isSymm t e) (φ := fun j : Fin n => f ((j : ℕ) + 1))
  · intro h
    have h2 : f (a + 1) = 0 := congrFun h ⟨a, by omega⟩
    rw [hin _ (by omega) (by omega), show ((a + 1 : ℕ) : ℝ) - a = 1 by push_cast; ring,
      mul_one] at h2
    have hL' : (1 : ℝ) ≤ L := by exact_mod_cast hL
    have h3 : δ < π := by nlinarith
    exact (Real.sin_pos_of_pos_of_lt_pi hδ0 h3).ne' h2
  · apply le_of_eq
    simp only [dotProduct, Finset.mul_sum]
    apply Finset.sum_congr rfl
    intro i _
    rw [chain_mulVec t e f h0 hn]
    by_cases hi : a ≤ (i : ℕ) ∧ (i : ℕ) < a + L
    · have e1 : f ((i : ℕ) + 1) = Real.sin (δ * (((i : ℕ) : ℝ) - a + 1)) := by
        rw [hin _ (by omega) (by omega)]
        congr 1
        push_cast
        ring
      have e2 : f ((i : ℕ) + 2) = Real.sin (δ * (((i : ℕ) : ℝ) - a + 2)) := by
        rw [hin _ (by omega) (by omega)]
        congr 1
        push_cast
        ring
      rw [he i hi.1 hi.2, e1, e2, hin i (by omega) (by omega)]
      linear_combination (-t * Real.sin (δ * (((i : ℕ) : ℝ) - a + 1)))
        * sin_step δ (((i : ℕ) : ℝ) - a)
    · rw [hout ((i : ℕ) + 1) (by omega)]
      ring
```

The run occupies sites $a,\dots,a+L-1$. Now let $\delta=\pi/(L+1)$, and take as trial state

$$\varphi_i=\sin\delta(i-a+1)\ \text{on the run},\qquad \varphi_i=0\ \text{elsewhere}.$$

The code leaves it unnormalised; the factor $\sqrt{2/(L+1)}$ would normalise it. The sine vanishes one step beyond each end of the run, so the three-term relation gives $(H\varphi)_i=(e_A-2t\cos\delta)\varphi_i$ on every run site. Just outside the run $(H\varphi)_i$ may be nonzero, but there it is multiplied by $\varphi_i=0$. Hence

$$\frac{\varphi\cdot H\varphi}{\varphi\cdot\varphi}=e_A-2t\cos\frac{\pi}{L+1},$$

and the variational principle finishes the proof. In Lean, the case split `by_cases hi` separates the run from the other sites, whose energies are arbitrary here.

## Both bounds together

```lean
/-- For `t > 0` and `eA < eB`, in a binary chain with a run of `L ≥ 1` consecutive A sites, the
lowest energy lies strictly above `eA - 2t`, and between `eA - 2t cos(π/(n+1))` and `eA - 2t
cos(π/(L+1))`. -/
theorem lifshitz_bounds {n L a : ℕ} {t eA eB : ℝ} (ht : 0 < t) (hAB : eA < eB)
    {e : Fin n → ℝ} (he : ∀ i, e i = eA ∨ e i = eB) (hL : 1 ≤ L) (ha : a + L ≤ n)
    (hrun : ∀ i : Fin n, a ≤ (i : ℕ) → (i : ℕ) < a + L → e i = eA) :
    ∃ E, IsLeast (energies (chain t e)) E ∧ eA - 2 * t < E ∧
      eA - 2 * t * Real.cos (π / (n + 1)) ≤ E ∧ E ≤ eA - 2 * t * Real.cos (π / (L + 1)) := by
  obtain ⟨E, hE, hle⟩ := lowest_le_of_run t hL ha hrun
  have hge : ∀ i, eA ≤ e i := by
    intro i
    rcases he i with h | h <;> linarith
  have hlow := le_energy ht hge hE.1
  have hcos : Real.cos (π / (n + 1)) < 1 := by
    have h1 : π / ((n : ℝ) + 1) ≤ π :=
      div_le_self Real.pi_pos.le (by linarith [Nat.cast_nonneg (α := ℝ) n])
    have h2 : 0 < π / ((n : ℝ) + 1) := by positivity
    have h3 := Real.cos_lt_cos_of_nonneg_of_le_pi le_rfl h1 h2
    rwa [Real.cos_zero] at h3
  exact ⟨E, hE, by nlinarith, hlow, hle⟩
```

The hypotheses say that $t>0$, $e_A<e_B$, each site is A or B, and the run fits in the chain. One and the same lowest energy $E$ obeys all the inequalities. The floor applies because no site energy is below $e_A$, and $\cos\frac{\pi}{n+1}<1$ makes $e_A-2t<E$ strict.

The run must be consecutive. Take the chain A B A with $e_B=e_A+2t$. It has two A sites, but its lowest energy is $e_A+(1-\sqrt3)t\approx e_A-0.73\,t$, above the value $e_A-t$ that the formula would give for $L=2$.

```lean
/-- For `t > 0`, the lowest energy of a pure A chain of `n ≥ 1` sites is exactly `eA - 2t
cos(π/(n+1))`. -/
theorem pure_chain_lowest {n : ℕ} (hn : 1 ≤ n) {t : ℝ} (ht : 0 < t) (eA : ℝ) :
    IsLeast (energies (chain t fun _ : Fin n => eA))
      (eA - 2 * t * Real.cos (π / (n + 1))) := by
  obtain ⟨E, hE, hle⟩ := lowest_le_of_run (n := n) (a := 0) (e := fun _ => eA) (eA := eA) t hn
    (by omega) (fun _ _ _ => rfl)
  have hlow := le_energy ht (fun _ => le_rfl) hE.1
  rw [le_antisymm hlow hle]
  exact hE
```

For a pure A chain the run is the whole chain, $a=0$ and $L=n$. Floor and ceiling coincide, which fixes the lowest energy exactly. For $n=1$ it is $e_A$.

## Approach to the band edge

```lean
/-- For `t > 0`, the upper bound for a run of length `L` exceeds `eA - 2t` by at most `tπ²/(L+1)²`.
-/
theorem run_bound_le {t : ℝ} (ht : 0 < t) (eA : ℝ) (L : ℕ) :
    eA - 2 * t * Real.cos (π / (L + 1)) ≤ eA - 2 * t + t * π ^ 2 / ((L : ℝ) + 1) ^ 2 := by
  have h := mul_le_mul_of_nonneg_left
    (Real.one_sub_sq_div_two_le_cos (x := π / ((L : ℝ) + 1))) (by positivity : 0 ≤ 2 * t)
  have h2 : t * π ^ 2 / ((L : ℝ) + 1) ^ 2 = t * (π / ((L : ℝ) + 1)) ^ 2 := by
    rw [div_pow, mul_div_assoc]
  rw [h2]
  linarith
```

From $\cos x\ge1-x^2/2$ with $x=\pi/(L+1)$, the ceiling exceeds $e_A-2t$ by at most $t\pi^2/(L+1)^2$, which is the ground-state energy of a particle in a box. With lattice spacing $d$, the box has width $(L+1)d$ and the particle has the effective mass $\hbar^2/(2td^2)$ of the band edge.

```lean
/-- The upper bound for a run of length `L` tends to `eA - 2t` as `L` grows. -/
theorem run_bound_tendsto (t eA : ℝ) :
    Tendsto (fun L : ℕ => eA - 2 * t * Real.cos (π / ((L : ℝ) + 1))) atTop
      (𝓝 (eA - 2 * t)) := by
  have h := (tendsto_one_div_add_atTop_nhds_zero_nat (𝕜 := ℝ)).const_mul π
  simp only [mul_one_div, mul_zero] at h
  have h2 := (((Real.continuous_cos.tendsto 0).comp h).const_mul (2 * t)).const_sub eA
  simpa only [Function.comp_def, Real.cos_zero, mul_one] using h2

end LifshitzChain
```

As $L\to\infty$, $\pi/(L+1)\to0$ and the cosine tends to 1 by continuity, so the ceiling tends to $e_A-2t$. `Tendsto … atTop (𝓝 …)` is Lean's way of writing this limit. Since $E$ lies between $e_A-2t$ and the ceiling, the lowest level is squeezed towards the pure band edge as the runs get longer.

```lean
#print axioms LifshitzChain.lifshitz_bounds
#print axioms LifshitzChain.pure_chain_lowest
#print axioms LifshitzChain.run_bound_le
#print axioms LifshitzChain.run_bound_tendsto
```

```
'LifshitzChain.lifshitz_bounds' depends on axioms: [propext, Classical.choice, Quot.sound]
'LifshitzChain.pure_chain_lowest' depends on axioms: [propext, Classical.choice, Quot.sound]
'LifshitzChain.run_bound_le' depends on axioms: [propext, Classical.choice, Quot.sound]
'LifshitzChain.run_bound_tendsto' depends on axioms: [propext, Classical.choice, Quot.sound]
```
